# Each derivative of the Boys function raises its order by one and changes its sign

## One derivative of F_0

Take the integral

F_0(T) = ∫₀¹ exp(−T t²) dt.

Differentiating the integrand with respect to T multiplies it by −t², so

F_0′(T) = −∫₀¹ t² exp(−T t²) dt.

The new integral has the same form as the old one, with an extra factor t². At T = 0 it equals 1/3, so F_0 starts with slope −1/3. A second derivative supplies another factor −t². This suggests the family

F_n(T) = ∫₀¹ t^(2n) exp(−T t²) dt,  n = 0, 1, 2, …,

whose members are the Boys functions.

## The potential of a Gaussian charge

In Hartree-Fock calculations with Gaussian basis functions, the product of two s-type Gaussians is again a Gaussian, with some exponent p > 0 and centre P. In atomic units, a unit charge with this shape produces at a point C the potential

V(C) = 2 √(p/π) F_0(p |P − C|²).

A nucleus at C feels this potential, and the force on it requires the derivative of F_0. The results below supply that derivative for a fixed Gaussian charge; assembling a full molecular gradient takes further terms.

## Seven statements for every real T

Here n and k are natural numbers, including zero, and primes denote derivatives in T.

1. `boys_pos`: F_n(T) > 0.
2. `boys_strictAnti_order`: at fixed T, F_n(T) decreases strictly as n grows.
3. `boys_hasDerivAt`: F_n is differentiable at T, with F_n′(T) = −F_(n+1)(T).
4. `boys_iteratedDeriv`: the k-th derivative of F_n at T is (−1)^k F_(n+k)(T).
5. `boys_completely_monotone`: (−1)^k times the k-th derivative is strictly positive.
6. `boys_differential_equation`: T F_n″ + (n + 3/2 + T) F_n′ + (n + 1/2) F_n = 0.
7. `boys_gradient`: for real p, c, d and x,

d/dx F_n(p((x − c)² + d)) = −2p(x − c) F_(n+1)(p((x − c)² + d)).

In Lean, `boys n T` is the integral itself, with `n : ℕ` and `T : ℝ`. Negative T is allowed, although the potential above only needs T ≥ 0. `StrictAnti` expresses the strict decrease in the order, `HasDerivAt` a derivative at a point, and `iteratedDeriv k` the k-th derivative.

In the last statement, x is one Cartesian coordinate of the nucleus, c is the matching coordinate of P, and d collects the squared differences of the other two coordinates. Physically p > 0 and d ≥ 0, but the theorem needs neither condition. It holds p, c and d fixed. If a basis function moves with the nucleus, P changes as well. The product of two Gaussians also carries a constant factor that depends on the distance between their centres, and this factor changes if only one of them moves. The contributions of these changes must be added. The theorems concern the function F_n alone: they neither derive the formula for V nor give a numerical method for evaluating F_n.

## Signs and derivatives from the integrand

For 0 < t < 1 the integrand t^(2n) exp(−T t²) is positive, so F_n(T) > 0. Subtracting neighbouring orders gives

F_n(T) − F_(n+1)(T) = ∫₀¹ t^(2n) (1 − t²) exp(−T t²) dt.

This integrand is also positive inside the interval. Hence F_(n+1)(T) < F_n(T) for every n, which gives the strict decrease.

To differentiate under the integral near T, we need a bound on the differentiated integrand that does not depend on the argument x. Let |x − T| < 1. Then −x ≤ |T| + 1, and since 0 ≤ t² ≤ 1,

|−t^(2n+2) exp(−x t²)| ≤ exp(|T| + 1).

The right-hand side is constant, hence integrable over [0,1]. The derivative may therefore be taken inside:

F_n′(T) = −∫₀¹ t^(2n+2) exp(−T t²) dt = −F_(n+1)(T).

Higher derivatives follow by induction. For k = 0 the formula reads F_n = F_n. If it holds for k at every T, one more derivative gives

(−1)^k F_(n+k)′(T) = (−1)^k (−F_(n+k+1)(T)) = (−1)^(k+1) F_(n+k+1)(T).

Multiplying the k-th derivative by (−1)^k leaves F_(n+k)(T), which is positive.

## A boundary term that vanishes twice

For the differential equation, consider

g(t) = t^(2n+1) (1 − t²) exp(−T t²).

It vanishes at t = 0 because the power is at least one, and at t = 1 because of the factor 1 − t². The product rule gives

g′(t) = [(2n+1) t^(2n) (1 − t²) − 2 t^(2n+2) − 2T t^(2n+2) (1 − t²)] exp(−T t²).

Collecting powers of t,

g′(t) = [(2n+1) t^(2n) − (2n+3+2T) t^(2n+2) + 2T t^(2n+4)] exp(−T t²).

The integral of g′ over [0,1] is g(1) − g(0) = 0, so

(2n+1) F_n − (2n+3+2T) F_(n+1) + 2T F_(n+2) = 0.

Dividing by 2 and inserting F_(n+1) = −F_n′ and F_(n+2) = F_n″ yields the equation in statement 6.

## The chain rule for one coordinate

Set u(x) = p((x − c)² + d). Then u′(x) = 2p(x − c), and

d/dx F_n(u(x)) = F_n′(u(x)) u′(x) = −2p(x − c) F_(n+1)(u(x)).

## The Lean file

```lean
import Mathlib

open MeasureTheory intervalIntegral

namespace BoysDerivatives

/-- The Boys function `F_n(T)`, the integral of `t^(2n) exp(-T t²)` over `[0,1]`. -/
noncomputable def boys (n : ℕ) (T : ℝ) : ℝ :=
  ∫ t in (0 : ℝ)..1, t ^ (2 * n) * Real.exp (-T * t ^ 2)

/-- The Boys function is positive for every order and every real argument. -/
theorem boys_pos (n : ℕ) (T : ℝ) : 0 < boys n T := by
  refine intervalIntegral_pos_of_pos_on
    (Continuous.intervalIntegrable (by fun_prop) _ _) (fun t ht => ?_) one_pos
  have h0 : 0 < t := ht.1
  positivity

/-- At fixed real argument the Boys function decreases strictly with its order. -/
theorem boys_strictAnti_order (T : ℝ) : StrictAnti (fun n => boys n T) := by
  refine strictAnti_nat_of_succ_lt (fun n => ?_)
  change boys (n + 1) T < boys n T
  -- the difference of neighbours has an integrand positive inside the interval
  have h : 0 < ∫ t in (0 : ℝ)..1, (t ^ (2 * n) * Real.exp (-T * t ^ 2)
      - t ^ (2 * (n + 1)) * Real.exp (-T * t ^ 2)) := by
    refine intervalIntegral_pos_of_pos_on
      (Continuous.intervalIntegrable (by fun_prop) _ _) (fun t ht => ?_) one_pos
    have h0 : 0 < t := ht.1
    have h1 : 0 < 1 - t ^ 2 := by nlinarith [ht.1, ht.2]
    have h2 : 0 < t ^ (2 * n) * (1 - t ^ 2) * Real.exp (-T * t ^ 2) := by positivity
    calc 0 < t ^ (2 * n) * (1 - t ^ 2) * Real.exp (-T * t ^ 2) := h2
      _ = _ := by ring
  rw [intervalIntegral.integral_sub] at h
  · exact sub_pos.mp h
  all_goals exact Continuous.intervalIntegrable (by fun_prop) _ _

/-- Differentiating the Boys function in its argument raises the order by one
and changes the sign. -/
theorem boys_hasDerivAt (n : ℕ) (T : ℝ) :
    HasDerivAt (boys n) (-boys (n + 1) T) T := by
  have key := (intervalIntegral.hasDerivAt_integral_of_dominated_loc_of_deriv_le
    (μ := volume) (a := 0) (b := 1) (x₀ := T) (s := Metric.ball T 1)
    (F := fun x t : ℝ => t ^ (2 * n) * Real.exp (-x * t ^ 2))
    (F' := fun x t : ℝ => -(t ^ (2 * (n + 1)) * Real.exp (-x * t ^ 2)))
    (bound := fun _ => Real.exp (|T| + 1))
    (Metric.ball_mem_nhds T one_pos)
    (Filter.Eventually.of_forall fun x =>
      Continuous.aestronglyMeasurable (by fun_prop))
    (Continuous.intervalIntegrable (by fun_prop) _ _)
    (Continuous.aestronglyMeasurable (by fun_prop))
    (Filter.Eventually.of_forall fun t ht x hx => by
      -- a constant dominates the differentiated integrand near `T`
      rw [Set.uIoc_of_le zero_le_one] at ht
      rw [Metric.mem_ball, Real.dist_eq] at hx
      have h0 : 0 ≤ t := ht.1.le
      have hx' : -x ≤ |T| + 1 := by linarith [(abs_lt.mp hx).1, neg_abs_le T]
      have ht2 : t ^ 2 ≤ 1 := pow_le_one₀ h0 ht.2
      have hp : t ^ (2 * (n + 1)) ≤ 1 := pow_le_one₀ h0 ht.2
      have he : -x * t ^ 2 ≤ |T| + 1 := by
        have a1 : -x * t ^ 2 ≤ (|T| + 1) * t ^ 2 :=
          mul_le_mul_of_nonneg_right hx' (sq_nonneg t)
        have a2 : (|T| + 1) * t ^ 2 ≤ (|T| + 1) * 1 :=
          mul_le_mul_of_nonneg_left ht2 (by positivity)
        linarith
      have hnn : 0 ≤ t ^ (2 * (n + 1)) * Real.exp (-x * t ^ 2) := by positivity
      rw [norm_neg, Real.norm_of_nonneg hnn]
      calc t ^ (2 * (n + 1)) * Real.exp (-x * t ^ 2)
          ≤ 1 * Real.exp (-x * t ^ 2) :=
            mul_le_mul_of_nonneg_right hp (Real.exp_pos _).le
        _ = Real.exp (-x * t ^ 2) := one_mul _
        _ ≤ Real.exp (|T| + 1) := Real.exp_le_exp.mpr he)
    (Continuous.intervalIntegrable (by fun_prop) _ _)
    (Filter.Eventually.of_forall fun t _ x _ => by
      have h1 : HasDerivAt (fun y : ℝ => -y * t ^ 2) (-t ^ 2) x :=
        ((hasDerivAt_id' x).fun_neg.mul_const (t ^ 2)).congr_deriv (by ring)
      exact (h1.exp.const_mul (t ^ (2 * n))).congr_deriv (by ring))).2
  rw [intervalIntegral.integral_neg] at key
  exact key

/-- The `k`-th derivative of the Boys function of order `n` is `(-1)^k` times
the Boys function of order `n + k`. -/
theorem boys_iteratedDeriv (n k : ℕ) (T : ℝ) :
    iteratedDeriv k (boys n) T = (-1) ^ k * boys (n + k) T := by
  induction k generalizing T with
  | zero => simp
  | succ k ih =>
    have hf : iteratedDeriv k (boys n) = fun S => (-1) ^ k * boys (n + k) S := funext ih
    have hd : HasDerivAt (fun S => (-1) ^ k * boys (n + k) S)
        ((-1) ^ k * -boys (n + k + 1) T) T :=
      (boys_hasDerivAt (n + k) T).const_mul _
    rw [iteratedDeriv_succ, hf, hd.deriv, ← add_assoc n k 1]
    ring

/-- The Boys function is completely monotone on the real line: its successive
derivatives alternate strictly in sign, starting from a positive value. -/
theorem boys_completely_monotone (n k : ℕ) (T : ℝ) :
    0 < (-1) ^ k * iteratedDeriv k (boys n) T := by
  rw [boys_iteratedDeriv, ← mul_assoc, ← mul_pow]
  simpa using boys_pos (n + k) T

/-- The Boys function of order `n` solves the homogeneous second-order equation
`T F'' + (n + 3/2 + T) F' + (n + 1/2) F = 0`. -/
theorem boys_differential_equation (n : ℕ) (T : ℝ) :
    T * iteratedDeriv 2 (boys n) T + (n + 3 / 2 + T) * deriv (boys n) T
      + (n + 1 / 2) * boys n T = 0 := by
  -- a total derivative whose primitive vanishes at both ends of the interval
  have hd : ∀ t : ℝ, HasDerivAt
      (fun s : ℝ => s ^ (2 * n + 1) * (1 - s ^ 2) * Real.exp (-T * s ^ 2))
      ((2 * n + 1) * (t ^ (2 * n) * Real.exp (-T * t ^ 2))
        - (2 * n + 3 + 2 * T) * (t ^ (2 * (n + 1)) * Real.exp (-T * t ^ 2))
        + 2 * T * (t ^ (2 * (n + 2)) * Real.exp (-T * t ^ 2))) t := by
    intro t
    have h1 : HasDerivAt (fun s : ℝ => s ^ (2 * n + 1)) ((2 * n + 1) * t ^ (2 * n)) t := by
      simpa using hasDerivAt_pow (2 * n + 1) t
    have h2 : HasDerivAt (fun s : ℝ => s ^ 2) (2 * t) t := by
      simpa using hasDerivAt_pow 2 t
    exact ((h1.fun_mul (h2.const_sub 1)).fun_mul (h2.const_mul (-T)).exp).congr_deriv
      (by ring)
  have h : ∫ t in (0 : ℝ)..1, ((2 * n + 1) * (t ^ (2 * n) * Real.exp (-T * t ^ 2))
        - (2 * n + 3 + 2 * T) * (t ^ (2 * (n + 1)) * Real.exp (-T * t ^ 2))
        + 2 * T * (t ^ (2 * (n + 2)) * Real.exp (-T * t ^ 2))) = 0 :=
    (integral_eq_sub_of_hasDerivAt (fun t _ => hd t)
      (Continuous.intervalIntegrable (by fun_prop) _ _)).trans (by simp)
  rw [intervalIntegral.integral_add, intervalIntegral.integral_sub] at h
  · simp only [intervalIntegral.integral_const_mul] at h
    have key : (2 * n + 1) * boys n T - (2 * n + 3 + 2 * T) * boys (n + 1) T
        + 2 * T * boys (n + 2) T = 0 := h
    rw [boys_iteratedDeriv, (boys_hasDerivAt n T).deriv]
    linear_combination key / 2
  all_goals exact Continuous.intervalIntegrable (by fun_prop) _ _

/-- Derivative of `F_n(p R²)` with respect to one Cartesian coordinate `x` of a centre,
where `R² = (x - c)² + d` and `d` is the part of the squared distance independent of `x`. -/
theorem boys_gradient (n : ℕ) (p c d x : ℝ) :
    HasDerivAt (fun y => boys n (p * ((y - c) ^ 2 + d)))
      (-(2 * p * (x - c)) * boys (n + 1) (p * ((x - c) ^ 2 + d))) x := by
  have h1 : HasDerivAt (fun y : ℝ => p * ((y - c) ^ 2 + d)) (2 * p * (x - c)) x :=
    (((((hasDerivAt_id' x).sub_const c).fun_pow 2).add_const d).const_mul p).congr_deriv
      (by norm_num; ring)
  have h0 : HasDerivAt (boys n) (-boys (n + 1) (p * ((x - c) ^ 2 + d)))
      (p * ((x - c) ^ 2 + d)) := boys_hasDerivAt n _
  have h2 := HasDerivAt.comp x h0 h1
  have e : -boys (n + 1) (p * ((x - c) ^ 2 + d)) * (2 * p * (x - c))
      = -(2 * p * (x - c)) * boys (n + 1) (p * ((x - c) ^ 2 + d)) := by ring
  exact h2.congr_deriv e

end BoysDerivatives
```

```lean
#print axioms BoysDerivatives.boys_hasDerivAt
#print axioms BoysDerivatives.boys_completely_monotone
#print axioms BoysDerivatives.boys_differential_equation
#print axioms BoysDerivatives.boys_gradient
```

```
'BoysDerivatives.boys_hasDerivAt' depends on axioms: [propext, Classical.choice, Quot.sound]
'BoysDerivatives.boys_completely_monotone' depends on axioms: [propext, Classical.choice, Quot.sound]
'BoysDerivatives.boys_differential_equation' depends on axioms: [propext, Classical.choice, Quot.sound]
'BoysDerivatives.boys_gradient' depends on axioms: [propext, Classical.choice, Quot.sound]
```

## Positivity and order in Lean

`boys_pos` uses `intervalIntegral_pos_of_pos_on`, which asks for an integrable function that is positive on the open interval. The open interval matters: for n ≥ 1 the integrand vanishes at t = 0. Continuity supplies integrability, and `positivity` settles the sign.

In `boys_strictAnti_order`, `strictAnti_nat_of_succ_lt` reduces the claim to neighbouring orders. The same positivity result is applied to the difference of the two integrands, with `nlinarith` proving 1 − t² > 0. Then `integral_sub` splits the integral, and `sub_pos` turns a positive difference into the required inequality.

## The dominated derivative and its iteration

The long term `key` in `boys_hasDerivAt` applies Mathlib's theorem on differentiation under the integral. Its entries match the derivation: `Metric.ball T 1` is the condition |x − T| < 1, `F'` is the differentiated integrand, and `bound` is the constant exp(|T| + 1). The inequalities `hx'`, `ht2`, `hp` and `he` establish the bound. The last argument differentiates the integrand at fixed t, and `integral_neg` moves the minus sign outside.

`boys_iteratedDeriv` is the induction on k. It keeps T general, because the induction hypothesis must be an equality of functions before it can be differentiated; `funext ih` provides that equality. `boys_completely_monotone` rewrites with this formula, combines the two sign factors into 1, and applies `boys_pos`.

## The total derivative and the gradient

In `boys_differential_equation`, `hd` is the calculation of g′, with `ring` collecting the powers. The fundamental theorem of calculus, `integral_eq_sub_of_hasDerivAt`, gives `h`, where `simp` evaluates both boundary terms to zero. Splitting the integral produces `key`, the relation between three consecutive orders. After the derivatives have been replaced by Boys functions, `linear_combination key / 2` performs the division by 2.

In `boys_gradient`, `h1` is the derivative of u and `h0` is the derivative of F_n at u(x). `HasDerivAt.comp` combines them by the chain rule, and `e` reorders the product into the stated form.
